# If no single-electron move enlarges a nonzero Slater determinant, no configuration exceeds it by more than a factor \(N^{N/2}\) in modulus

Suppose \(N\) same-spin electrons fill \(N\) orbitals on a lattice, and no move of one electron enlarges the modulus of the Slater determinant; how much larger can it be in some distant configuration? The answer below describes a configuration by a function \(s\) that sends each labelled electron \(i\) to a site \(s(i)\), and not by a set of occupied sites. A move then changes one value of \(s\) and replaces one row of a matrix, with no reordering. Double occupation is allowed in this description, but two equal rows make the determinant vanish.

## The bound for one-move-optimal configurations

Let \(T\) be the orbital table, with \(T_{pk}\) the value of orbital \(k\) at site \(p\). Configurations \(s\) and \(t\) select the matrices

\[
A_{ik}=T_{s(i),k},\qquad C_{jk}=T_{t(j),k}.
\]

Assume that \(\det A\neq 0\) and that no single-electron move multiplies \(|\det A|\) by more than \(c\). Then every \(t\) satisfies

\[
|\det C|^2\le (c^2N)^N\,|\det A|^2 .
\]

If no move raises the modulus at all, then \(c=1\) and the factor is \(N^N\). For \(N\ge1\) the assumptions force \(c\ge1\), because leaving an electron where it is counts as a move with ratio 1.

## Starting configurations in lattice Monte Carlo

For non-interacting fermions in a single determinant, \(|\det A|^2\) is the unnormalised weight of a configuration, so the bound limits how improbable a one-move-optimal configuration can be relative to any other. The prefactor \(1/\sqrt{N!}\) of the wave function cancels in the comparison.

A variational Monte Carlo code on a finite lattice can compute \(W=TA^{-1}\), whose entry \(W_{pi}\) is the determinant ratio for moving electron \(i\) to site \(p\). A search for a starting configuration may accept moves with \(|W_{pi}|>c\) until none remain. The bound then limits how far the weight at the stopping point can lie below the largest weight on the lattice. The guarantee is coarse: for \(N=10\) and \(c=1\) it allows a factor of \(10^{10}\) in the weight.

The search must start from a nonzero determinant. If \(A\) has rank at most \(N-2\), every single move gives determinant zero, even when other configurations have nonzero determinants.

## From move ratios to the determinant of \(R\)

Set \(R=CA^{-1}\), so that \(RA=C\). Row \(j\) of \(C\) is a combination of the rows of \(A\):

\[
C_{j\cdot}=\sum_k R_{jk}A_{k\cdot}.
\]

Move electron \(i\) to site \(t(j)\), which replaces row \(i\) of \(A\) by this sum. The determinant is linear in that row. Each term with \(k\ne i\) has a repeated row and vanishes, which leaves

\[
\det A^{(i\to t(j))}=R_{ji}\det A .
\]

Since \(\det A\ne0\), the assumption on moves gives \(|R_{ji}|\le c\) for all \(i\) and \(j\).

It remains to bound \(|\det R|\). For \(N=0\) both determinants are 1 and the claim reads \(1\le1\). For \(N\ge1\), put \(K=c^2N>0\) and let \(\lambda_i\ge0\) be the eigenvalues of \(R^\dagger R\). Then

\[
\prod_i\lambda_i=|\det R|^2,\qquad
\sum_i\lambda_i=\sum_{i,j}|R_{ji}|^2\le c^2N^2=NK .
\]

The inequality \(1+y\le e^y\) with \(y=\lambda_i/K-1\) gives \(\lambda_i\le K e^{\lambda_i/K-1}\). Multiplying over \(i\),

\[
|\det R|^2\le K^N\exp\Big(\sum_i\lambda_i/K-N\Big)\le K^N .
\]

This is Hadamard's inequality in its form for bounded entries. Finally, \(|\det C|^2=|\det R|^2|\det A|^2\) gives the stated bound.

## A four-orbital table that reaches the factor

Take an \(N\times N\) matrix \(F\) with \(|F_{ij}|\le1\) and \(FF^\dagger=N\,\mathbb 1\), and let \(T\) consist of the \(N\) unit vectors followed by the rows of \(F\). The unit vectors give \(A=\mathbb 1\) and \(\det A=1\). Moving electron \(i\) to site \(p\) gives the ratio \(T_{pi}\), of modulus at most 1. The rows of \(F\) give \(|\det F|^2=N^N\), so equality holds for \(c=1\).

For \(N=4\), four orthogonal sign patterns serve as \(F\). The columns of this \(T\) are orthogonal with squared norm 5, so with normalised orbitals the two weights are \(1/625\) and \(256/625\), and their ratio is \(4^4=256\). The plane-wave matrix \(F_{jk}=e^{2\pi i jk/N}\) has the required properties for every \(N\ge1\) by a geometric sum, but the Lean code verifies a concrete \(F\) only for \(N=4\).

## Lean source for the bound and its equality case

```lean
import Mathlib

open Matrix
open scoped ComplexOrder

namespace SlaterSwapBound

noncomputable section

variable {m n : Type*} [Fintype n] [DecidableEq n]

/-- The Slater matrix of the configuration `s`: electron `i` sits on site `s i`, and its row
lists the values of all orbitals there. -/
def slater (T : Matrix m n ℂ) (s : n → m) : Matrix n n ℂ := T.submatrix s id

/-- No move of a single electron multiplies the modulus of the Slater determinant by more
than `c`. -/
def SwapBounded (c : ℝ) (T : Matrix m n ℂ) (s : n → m) : Prop :=
  ∀ i p, ‖(slater T (Function.update s i p)).det‖ ≤ c * ‖(slater T s).det‖

omit [Fintype n] in
/-- Moving electron `i` to site `p` replaces row `i` of the Slater matrix by row `p` of the
orbital table. -/
theorem slater_update (T : Matrix m n ℂ) (s : n → m) (i : n) (p : m) :
    slater T (Function.update s i p) = (slater T s).updateRow i (T p) := by
  ext k l
  by_cases h : k = i
  · subst h
    simp [slater, Matrix.updateRow_apply]
  · simp [slater, Matrix.updateRow_apply, h]

/-- If `R` carries the Slater matrix of `s` to that of `t`, its entry `R j i` is the factor
gained by the determinant of `s` when electron `i` moves to site `t j`. -/
theorem det_move (T : Matrix m n ℂ) (s t : n → m) (R : Matrix n n ℂ)
    (hR : R * slater T s = slater T t) (i j : n) :
    (slater T (Function.update s i (t j))).det = R j i * (slater T s).det := by
  -- the new row is a combination of the old rows with coefficients `R j k`
  have hrow : T (t j) = ∑ k, R j k • slater T s k := by
    funext l
    have h := congrFun (congrFun hR j) l
    rw [Matrix.mul_apply] at h
    rw [Finset.sum_apply]
    exact h.symm
  rw [slater_update, hrow]
  exact Matrix.det_updateRow_sum _ i (R j)

/-- Hadamard's bound: an `N × N` complex matrix whose entries have modulus at most `c`
satisfies `|det R|² ≤ (c² N)^N`. -/
theorem hadamard_bound (R : Matrix n n ℂ) (c : ℝ) (h : ∀ i j, ‖R i j‖ ≤ c) :
    ‖R.det‖ ^ 2 ≤ (c ^ 2 * Fintype.card n) ^ Fintype.card n := by
  rcases isEmpty_or_nonempty n with hn | hn
  · simp
  obtain ⟨i₀⟩ := hn
  have hc0 : 0 ≤ c := (norm_nonneg _).trans (h i₀ i₀)
  rcases hc0.eq_or_lt with hc | hc
  · have hd : R.det = 0 := Matrix.det_eq_zero_of_row_eq_zero i₀
      (fun j => norm_le_zero_iff.mp ((h i₀ j).trans hc.ge))
    rw [hd, norm_zero, zero_pow two_ne_zero]
    positivity
  have hcard : (0 : ℝ) < Fintype.card n := by
    exact_mod_cast Fintype.card_pos_iff.mpr ⟨i₀⟩
  obtain ⟨K, hKdef⟩ : ∃ K : ℝ, K = c ^ 2 * Fintype.card n := ⟨_, rfl⟩
  have hK : 0 < K := by rw [hKdef]; positivity
  rw [← hKdef]
  -- the determinant and the trace of `Rᴴ R` in terms of its eigenvalues
  have hP : (Rᴴ * R).PosSemidef := Matrix.posSemidef_conjTranspose_mul_self R
  have hH : (Rᴴ * R).IsHermitian := hP.isHermitian
  have hd : (Rᴴ * R).det = ∏ i, ((hH.eigenvalues i : ℝ) : ℂ) := hH.det_eq_prod_eigenvalues
  have ht : (Rᴴ * R).trace = ∑ i, ((hH.eigenvalues i : ℝ) : ℂ) := hH.trace_eq_sum_eigenvalues
  have hdet : ‖R.det‖ ^ 2 = ∏ i, hH.eigenvalues i := by
    have h1 := congrArg norm hd
    rw [Matrix.det_mul, Matrix.det_conjTranspose, norm_mul, norm_star, norm_prod] at h1
    rw [sq, h1]
    exact Finset.prod_congr rfl fun i _ => by
      rw [Complex.norm_real]
      exact Real.norm_of_nonneg (hP.eigenvalues_nonneg i)
  have htr : ∑ i, hH.eigenvalues i = ∑ i, ∑ j, ‖R j i‖ ^ 2 := by
    apply Complex.ofReal_injective
    rw [Complex.ofReal_sum, ← ht]
    simp only [Matrix.trace, Matrix.diag_apply, Matrix.mul_apply, Matrix.conjTranspose_apply,
      Complex.ofReal_sum, Complex.ofReal_pow]
    exact Finset.sum_congr rfl fun i _ => Finset.sum_congr rfl fun j _ =>
      Complex.conj_mul' (R j i)
  have hsum : ∑ i, hH.eigenvalues i ≤ Fintype.card n * K := by
    calc ∑ i, hH.eigenvalues i = ∑ i, ∑ j, ‖R j i‖ ^ 2 := htr
      _ ≤ ∑ _i : n, ∑ _j : n, c ^ 2 := Finset.sum_le_sum fun i _ =>
          Finset.sum_le_sum fun j _ => pow_le_pow_left₀ (norm_nonneg _) (h j i) 2
      _ = Fintype.card n * K := by
          simp only [Finset.sum_const, Finset.card_univ, nsmul_eq_mul]
          rw [hKdef]
          ring
  have hexp : ∑ i, (hH.eigenvalues i / K - 1) ≤ 0 := by
    rw [Finset.sum_sub_distrib, ← Finset.sum_div, Finset.sum_const, Finset.card_univ,
      nsmul_eq_mul, mul_one, sub_nonpos, div_le_iff₀ hK]
    exact hsum
  -- bound each eigenvalue by `x ≤ K exp (x / K - 1)` and multiply
  calc ‖R.det‖ ^ 2 = ∏ i, hH.eigenvalues i := hdet
    _ ≤ ∏ i, K * Real.exp (hH.eigenvalues i / K - 1) := by
        refine Finset.prod_le_prod (fun i _ => hP.eigenvalues_nonneg i) (fun i _ => ?_)
        have e : K * (hH.eigenvalues i / K) = hH.eigenvalues i := by field_simp
        have b := mul_le_mul_of_nonneg_left
          (Real.add_one_le_exp (hH.eigenvalues i / K - 1)) hK.le
        rwa [sub_add_cancel, e] at b
    _ = K ^ Fintype.card n * Real.exp (∑ i, (hH.eigenvalues i / K - 1)) := by
        rw [Finset.prod_mul_distrib, Finset.prod_const, Finset.card_univ, Real.exp_sum]
    _ ≤ K ^ Fintype.card n := mul_le_of_le_one_right (pow_nonneg hK.le _)
        ((Real.exp_le_exp.mpr hexp).trans_eq Real.exp_zero)

/-- If the determinant of `s` is nonzero and no single-electron move multiplies its modulus by
more than `c`, then every configuration `t` of the `N` electrons satisfies
`|det C|² ≤ (c² N)^N |det A|²`, with `A` and `C` the Slater matrices of `s` and `t`. -/
theorem det_sq_le_of_swapBounded (T : Matrix m n ℂ) (s : n → m) (c : ℝ)
    (hs : (slater T s).det ≠ 0) (hc : SwapBounded c T s) (t : n → m) :
    ‖(slater T t).det‖ ^ 2 ≤
      (c ^ 2 * Fintype.card n) ^ Fintype.card n * ‖(slater T s).det‖ ^ 2 := by
  -- the matrix of the ratios for single-electron moves to the sites of `t`
  obtain ⟨R, hR⟩ : ∃ R : Matrix n n ℂ, R * slater T s = slater T t :=
    ⟨slater T t * (slater T s)⁻¹, by
      rw [Matrix.mul_assoc, Matrix.nonsing_inv_mul _ (isUnit_iff_ne_zero.mpr hs),
        Matrix.mul_one]⟩
  have hentry : ∀ j i, ‖R j i‖ ≤ c := fun j i => by
    have h := hc i (t j)
    rw [det_move T s t R hR, norm_mul] at h
    exact le_of_mul_le_mul_right h (norm_pos_iff.mpr hs)
  rw [← hR, Matrix.det_mul, norm_mul, mul_pow]
  exact mul_le_mul_of_nonneg_right (hadamard_bound R c hentry) (sq_nonneg _)

/-- If the determinant of `s` is nonzero and no single-electron move raises its modulus, then
every configuration `t` of the `N` electrons satisfies `|det C|² ≤ N^N |det A|²`, with `A` and
`C` the Slater matrices of `s` and `t`. -/
theorem det_sq_le_of_swap_optimal (T : Matrix m n ℂ) (s : n → m)
    (hs : (slater T s).det ≠ 0)
    (hopt : ∀ i p, ‖(slater T (Function.update s i p)).det‖ ≤ ‖(slater T s).det‖)
    (t : n → m) :
    ‖(slater T t).det‖ ^ 2 ≤
      (Fintype.card n : ℝ) ^ Fintype.card n * ‖(slater T s).det‖ ^ 2 := by
  have h := det_sq_le_of_swapBounded T s 1 hs
    (fun i p => by rw [one_mul]; exact hopt i p) t
  rwa [one_pow, one_mul] at h

/-- The orbital table with the `N` unit vectors as its first rows, followed by the rows of `F`. -/
def extendedTable (F : Matrix n n ℂ) : Matrix (n ⊕ n) n ℂ :=
  fromRows (1 : Matrix n n ℂ) F

/-- Let `F` have entries of modulus at most one and orthogonal rows of squared norm `N`. In the
table of the `N` unit vectors followed by the rows of `F`, the unit vectors have determinant 1,
no single-row replacement raises its modulus, and the rows of `F` have `|det|² = N^N`. -/
theorem bound_attained (F : Matrix n n ℂ) (hF : ∀ i j, ‖F i j‖ ≤ 1)
    (hFF : F * Fᴴ = (Fintype.card n : ℂ) • (1 : Matrix n n ℂ)) :
    (slater (extendedTable F) Sum.inl).det = 1 ∧ SwapBounded 1 (extendedTable F) Sum.inl ∧
    ‖(slater (extendedTable F) Sum.inr).det‖ ^ 2 = (Fintype.card n : ℝ) ^ Fintype.card n := by
  have h1 : slater (extendedTable F) Sum.inl = 1 := rfl
  refine ⟨by rw [h1, Matrix.det_one], fun i p => ?_, ?_⟩
  · -- a move away from the unit vectors has an entry of the table as its ratio
    have hm : (slater (extendedTable F) (Function.update Sum.inl i p)).det =
        extendedTable F p i * (slater (extendedTable F) Sum.inl).det :=
      det_move (extendedTable F) Sum.inl (fun _ => p) (slater (extendedTable F) (fun _ => p))
        (by rw [h1, Matrix.mul_one]) i i
    have hp : ‖extendedTable F p i‖ ≤ 1 := by
      rcases p with j | j
      · change ‖(1 : Matrix n n ℂ) j i‖ ≤ 1
        rw [Matrix.one_apply]
        split_ifs <;> simp
      · exact hF j i
    rw [hm, norm_mul]
    exact mul_le_mul_of_nonneg_right hp (norm_nonneg _)
  · have h := congrArg (fun M : Matrix n n ℂ => ‖M.det‖) hFF
    simp only [Matrix.det_mul, Matrix.det_conjTranspose, Matrix.det_smul, Matrix.det_one,
      mul_one, norm_mul, norm_star, norm_pow, Complex.norm_natCast] at h
    rw [sq]
    exact h

/-- Four orthogonal sign patterns on four orbitals. -/
def signs : Matrix (Fin 4) (Fin 4) ℂ :=
  !![1, 1, 1, 1; 1, -1, 1, -1; 1, 1, -1, -1; 1, -1, -1, 1]

/-- The sign patterns have entries of modulus at most one and orthogonal rows of squared
norm 4. -/
theorem bound_attained_witness : (∀ i j, ‖signs i j‖ ≤ 1) ∧
    signs * signsᴴ = (Fintype.card (Fin 4) : ℂ) • (1 : Matrix (Fin 4) (Fin 4) ℂ) := by
  constructor
  · intro i j
    fin_cases i <;> fin_cases j <;> simp [signs]
  · ext i j
    fin_cases i <;> fin_cases j <;>
      simp [signs, Matrix.mul_apply, Fin.sum_univ_succ] <;> norm_num

end

end SlaterSwapBound
```

```lean
#print axioms SlaterSwapBound.det_sq_le_of_swapBounded
-- 'SlaterSwapBound.det_sq_le_of_swapBounded' depends on axioms: [propext, Classical.choice, Quot.sound]
#print axioms SlaterSwapBound.det_sq_le_of_swap_optimal
-- 'SlaterSwapBound.det_sq_le_of_swap_optimal' depends on axioms: [propext, Classical.choice, Quot.sound]
#print axioms SlaterSwapBound.bound_attained
-- 'SlaterSwapBound.bound_attained' depends on axioms: [propext, Classical.choice, Quot.sound]
```

## The Lean statements in words

The type `m` labels sites and the finite type `n` labels both electrons and orbitals, so \(N\) is `Fintype.card n`. Sharing the labels makes the Slater matrix square and has no physical meaning. In `slater T s`, rows belong to electrons and columns to orbitals, without the factor \(1/\sqrt{N!}\). The expression `Function.update s i p` moves electron `i` to site `p`, and `SwapBounded c T s` states the limit \(c\) for all such moves. Despite the word "swap", no two electrons trade places.

The theorem `det_sq_le_of_swapBounded` is the bound for general \(c\), and `det_sq_le_of_swap_optimal` is the case \(c=1\). Neither needs orthonormal orbitals or a finite `m`; the sites may be points of continuous space.

`bound_attained` establishes equality for any `F` with the two properties above, and `bound_attained_witness` supplies `signs` as such a matrix.

## How the lemmas carry the derivation

`slater_update` compares matrix entries, separating row `i` from the others, to show that a move is a row replacement. In `det_move`, the fact `hrow` reads row `j` of \(RA=C\) as a linear combination, and `Matrix.det_updateRow_sum` performs the expansion in which only the coefficient `R j i` survives.

`hadamard_bound` first treats \(N=0\) and \(c=0\) separately, so that \(K\) is positive afterwards. The facts `hdet` and `htr` express the determinant and trace of \(R^\dagger R\) through its eigenvalues, `hsum` bounds their sum, and `hexp` shows that the total exponent is at most zero. The closing `calc` block multiplies the exponential estimates.

The main theorem constructs \(R\) from the inverse of \(A\). Its step `hentry` cancels the positive number \(|\det A|\) to bound each entry, after which multiplicativity of the determinant finishes the argument. Setting \(c=1\) gives the second theorem.

In `bound_attained`, `det_move` is applied to a configuration with every electron on site `p`. Because \(A=\mathbb 1\), the matrix \(R\) is then that configuration's own Slater matrix, and the ratio is a table entry. The determinant of \(FF^\dagger=N\,\mathbb 1\) gives the value \(N^N\). The witness is checked entry by entry.

## What a code may conclude from the bound

Once the hypotheses hold for the exact determinants, the bound applies to every configuration, however many electrons must move to reach it. It concerns one determinant: a Jastrow factor or a sum of determinants changes the weights, and the result alone then does not bound their ratio. Nor does it say how many moves a search needs.

The step left to the user is from computed ratios to true ones. A code reads \(W\) from a floating-point inverse, often one updated over many moves, whereas `SwapBounded` concerns the exact determinants. If every computed ratio has modulus at most 1 and an error of modulus at most \(\delta\), the theorem applies with \(c=1+\delta\), provided that \(\det A\ne0\). The error estimate itself must come from the numerical analysis of the code.

## Configurations as sets of occupied sites

A configuration could also be modelled as an \(N\)-element set of sites, with rows listed in a fixed site order. Double occupation would then be impossible by definition, and each physical configuration would appear once instead of \(N!\) times. A move would remove one site and insert an empty one, and the reordering of rows could change the sign of the determinant. The ratio formula would have to carry that sign, while the bound, which involves only moduli, would keep the same constant for \(c\ge1\). The assumptions would no longer force \(c\ge1\), because leaving an electron where it is would not count as a move.
